# How a field-dependent overlap fixes the occupied-occupied density response

If the first-order density matrix is built from occupied-empty mixing alone while the overlap changes with the field, the perturbed orbitals generally fail to stay orthonormal to first order. In GIPAW shielding calculations with ultrasoft pseudopotentials the overlap does depend on the magnetic field, and the missing term can contribute to the induced current. Within a finite basis, the term follows from the overlap derivative and the unperturbed density matrix.

## The blocks of the response

Let C hold the coefficients of the occupied orbitals as columns, with one electron in each orbital and C†SC = 1 for the overlap S. The density matrix P = CC† then satisfies

P S P = P.

Suppose this holds at every real field strength s, and let primes denote derivatives at s = t. All matrices below are taken at t. The product rule gives

P' = P' S P + P S' P + P S P'.

The matrix PS projects onto the occupied orbitals, since PSPS = PS; likewise SPSP = SP. Multiply by PS on the left and SP on the right, and use PSP = P:

P S P' S P = P S P' S P + P S' P + P S P' S P.

Hence the occupied-occupied block is

P S P' S P = −P S' P.

For the empty-empty block, expand the projectors and insert first the linearised constraint, then the result just found:

(1 − PS) P' (1 − SP) = P' − P S P' − P' S P + P S P' S P
= P S' P + P S P' S P = 0.

Read backwards, the same expansion recovers the linearised constraint from the two block equations. The constraint therefore leaves the mixed occupied-empty blocks free; they are found from the first-order eigenvalue equation, which contains both H' and S'.

## Band energy and electron number

Let H be the Hamiltonian matrix, and assume the stationarity condition HPS = SPH. It holds when H and S are Hermitian and the occupied orbitals solve HC = SCε with real diagonal ε. Set x = tr(PHPS'). Taking the trace of H times the linearised constraint gives, by cyclicity and stationarity,

tr(HP') = 2 tr(HPSP') + x.

Stationarity also gives HPS = HPSPS = SPHPS, so

tr(HPSP') = tr(SPHPSP') = tr(H PSP'SP) = −x.

Thus tr(HP') = −x, and the band energy has the derivative

d tr(HP)/ds = tr(H'P) − tr(PHPS').

Here PHP is the energy-weighted density matrix. Setting H = S gives tr(S'P) − tr(PSPS') = 0, so the electron number tr(SP) has zero derivative.

## The derivation in Lean

The finite type `n` labels basis functions, and matrices have complex entries. Neither Hermiticity nor invertibility of S is required.

```lean
import Mathlib

open Matrix

namespace GIPAWDensityResponse

variable {n : Type*} [Fintype n] [DecidableEq n]
```

Differentiability is assumed entry by entry, which avoids choosing a matrix norm.

```lean
/-- The matrix function `A` of a real field strength has the derivative `A'` at `t`,
entry by entry. -/
def HasMatrixDerivAt (A : ℝ → Matrix n n ℂ) (A' : Matrix n n ℂ) (t : ℝ) : Prop :=
  ∀ i j, HasDerivAt (fun s => A s i j) (A' i j) t
```

The product rule sums the scalar rule over the inner index and keeps the order of the factors.

```lean
omit [DecidableEq n] in
/-- Product rule for matrix functions, with the order of the factors kept. -/
theorem HasMatrixDerivAt.mul {A B : ℝ → Matrix n n ℂ} {A' B' : Matrix n n ℂ} {t : ℝ}
    (hA : HasMatrixDerivAt A A' t) (hB : HasMatrixDerivAt B B' t) :
    HasMatrixDerivAt (fun s => A s * B s) (A' * B t + A t * B') t := by
  intro i j
  have h := HasDerivAt.fun_sum (u := Finset.univ)
    (fun k _ => (hA i k).fun_mul (hB k j))
  simp only [Matrix.mul_apply, Matrix.add_apply, ← Finset.sum_add_distrib]
  exact h
```

The trace is a finite sum of diagonal entries, so it can be differentiated term by term.

```lean
omit [DecidableEq n] in
/-- The derivative of a trace is the trace of the derivative. -/
theorem HasMatrixDerivAt.trace {A : ℝ → Matrix n n ℂ} {A' : Matrix n n ℂ} {t : ℝ}
    (hA : HasMatrixDerivAt A A' t) :
    HasDerivAt (fun s => (A s).trace) A'.trace t := by
  simp only [Matrix.trace, Matrix.diag]
  exact HasDerivAt.fun_sum (fun i _ => hA i i)
```

The hypothesis `idem` is the constraint at every field strength. Differentiating PSP and P gives two derivatives of the same function, which `unique` identifies.

```lean
omit [DecidableEq n] in
/-- If `P S P = P` at every field strength, and `P` and `S` have the derivatives `P'` and `S'` at
`t`, the first-order density matrix obeys the linearised constraint `P' = P' S P + P S' P + P S P'`.
-/
theorem linearised_idempotency {P S : ℝ → Matrix n n ℂ} {P' S' : Matrix n n ℂ} {t : ℝ}
    (idem : ∀ s, P s * S s * P s = P s)
    (hP : HasMatrixDerivAt P P' t) (hS : HasMatrixDerivAt S S' t) :
    P' = P' * S t * P t + P t * S' * P t + P t * S t * P' := by
  have h : HasMatrixDerivAt (fun s => P s * S s * P s)
      ((P' * S t + P t * S') * P t + P t * S t * P') t := (hP.mul hS).mul hP
  have e : (fun s => P s * S s * P s) = P := funext idem
  rw [e, add_mul] at h
  ext i j
  exact (hP i j).unique (h i j)
```

The next theorem is pure algebra: `P₁` and `S₁` are arbitrary matrices in the places of P' and S'. The `calc` block performs the two-sided projection, and `noncomm_ring` checks the expansions without commuting factors.

```lean
/-- For `P S P = P`, the linearised constraint on a first-order density matrix `P₁` is
equivalent to two conditions: its occupied-occupied block is `-P S₁ P`, and its
empty-empty block vanishes. -/
theorem linearised_iff_blocks {P S P₁ S₁ : Matrix n n ℂ} (idem : P * S * P = P) :
    P₁ = P₁ * S * P + P * S₁ * P + P * S * P₁ ↔
      P * S * P₁ * S * P = -(P * S₁ * P) ∧ (1 - P * S) * P₁ * (1 - S * P) = 0 := by
  constructor
  · intro h
    -- project the constraint on the occupied space from both sides
    have e : P * S * P₁ * S * P =
        P * S * P₁ * S * P + P * S₁ * P + P * S * P₁ * S * P := by
      calc P * S * P₁ * S * P
          = P * S * (P₁ * S * P + P * S₁ * P + P * S * P₁) * S * P := by rw [← h]
        _ = P * S * P₁ * S * (P * S * P) + (P * S * P) * S₁ * (P * S * P)
            + (P * S * P) * S * P₁ * S * P := by noncomm_ring
        _ = _ := by rw [idem]
    have hocc : P * S * P₁ * S * P = -(P * S₁ * P) := by
      linear_combination (norm := noncomm_ring) -e
    exact ⟨hocc, by linear_combination (norm := noncomm_ring) h + hocc⟩
  · rintro ⟨hocc, hemp⟩
    linear_combination (norm := noncomm_ring) hemp - hocc
```

Applied to the derivatives at `t`, the forward direction gives the two block equations.

```lean
/-- If `P S P = P` at every field strength, and `P` and `S` have the derivatives `P'` and `S'` at
`t`, the occupied-occupied response of the density matrix is `-P S' P`, and its empty-empty response
vanishes. -/
theorem density_response_blocks {P S : ℝ → Matrix n n ℂ} {P' S' : Matrix n n ℂ} {t : ℝ}
    (idem : ∀ s, P s * S s * P s = P s)
    (hP : HasMatrixDerivAt P P' t) (hS : HasMatrixDerivAt S S' t) :
    P t * S t * P' * S t * P t = -(P t * S' * P t) ∧
      (1 - P t * S t) * P' * (1 - S t * P t) = 0 :=
  (linearised_iff_blocks (idem t)).1 (linearised_idempotency idem hP hS)
```

In the trace identity, `stat` is the stationarity condition. Steps `h1` and `h2` use cyclicity, `h3` inserts the occupied projector, and `h4` replaces the projected response by its known value.

```lean
/-- Let `P S P = P` and let `P₁` obey the linearised constraint. If `H P S = S P H`, then
`tr (H P₁) = -tr (P H P S₁)`. -/
theorem trace_response {P S H P₁ S₁ : Matrix n n ℂ} (idem : P * S * P = P)
    (stat : H * P * S = S * P * H)
    (h : P₁ = P₁ * S * P + P * S₁ * P + P * S * P₁) :
    (H * P₁).trace = -(P * H * P * S₁).trace := by
  have hocc := ((linearised_iff_blocks idem).1 h).1
  have h1 : (H * (P₁ * S * P)).trace = (H * P * S * P₁).trace := by
    calc (H * (P₁ * S * P)).trace = ((H * P₁) * (S * P)).trace := by
          congr 1; noncomm_ring
      _ = ((S * P) * (H * P₁)).trace := Matrix.trace_mul_comm _ _
      _ = (S * P * H * P₁).trace := by congr 1; noncomm_ring
      _ = _ := by rw [← stat]
  have h2 : (H * (P * S₁ * P)).trace = (P * H * P * S₁).trace := by
    calc (H * (P * S₁ * P)).trace = ((H * P * S₁) * P).trace := by
          congr 1; noncomm_ring
      _ = (P * (H * P * S₁)).trace := Matrix.trace_mul_comm _ _
      _ = _ := by congr 1; noncomm_ring
  -- stationarity leaves only the occupied-occupied block under the trace
  have h3 : H * P * S = S * P * (H * P * S) := by
    calc H * P * S = H * (P * S * P) * S := by rw [idem]
      _ = (H * P * S) * P * S := by noncomm_ring
      _ = (S * P * H) * P * S := by rw [stat]
      _ = _ := by noncomm_ring
  have h4 : (H * P * S * P₁).trace = -(P * H * P * S₁).trace := by
    calc (H * P * S * P₁).trace = (S * P * (H * P * S) * P₁).trace := by rw [← h3]
      _ = ((S * P) * (H * P * S * P₁)).trace := by congr 1; noncomm_ring
      _ = ((H * P * S * P₁) * (S * P)).trace := Matrix.trace_mul_comm _ _
      _ = (H * (P * S * P₁ * S * P)).trace := by congr 1; noncomm_ring
      _ = _ := by rw [hocc, mul_neg, Matrix.trace_neg, h2]
  have h5 : (H * (P * S * P₁)).trace = (H * P * S * P₁).trace := by
    congr 1; noncomm_ring
  have h6 := congrArg (fun X => (H * X).trace) h
  simp only [mul_add, Matrix.trace_add] at h6
  rw [h1, h2, h5, h4] at h6
  linear_combination h6
```

The band-energy theorem adds the explicit change of H. It concerns tr(HP), not a self-consistent total energy.

```lean
/-- Let `P`, `S` and `H` be differentiable at `t`, with derivatives `P'`, `S'` and `H'`. If
`P S P = P` at every field strength and `H P S = S P H` at `t`, the band energy `tr (H P)` has the
derivative `tr (H' P) - tr (P H P S')` at `t`. -/
theorem band_energy_response {P S H : ℝ → Matrix n n ℂ} {P' S' H' : Matrix n n ℂ} {t : ℝ}
    (idem : ∀ s, P s * S s * P s = P s) (stat : H t * P t * S t = S t * P t * H t)
    (hP : HasMatrixDerivAt P P' t) (hS : HasMatrixDerivAt S S' t)
    (hH : HasMatrixDerivAt H H' t) :
    HasDerivAt (fun s => (H s * P s).trace)
      ((H' * P t).trace - (P t * H t * P t * S').trace) t := by
  refine (hH.mul hP).trace.congr_deriv ?_
  rw [Matrix.trace_add,
    trace_response (idem t) stat (linearised_idempotency idem hP hS), sub_eq_add_neg]
```

For the electron number, S takes the place of H, and stationarity becomes the identity SPS = SPS, proved by `rfl`.

```lean
/-- If `P S P = P` at every field strength, and `P` and `S` are differentiable at `t`, then at `t`
the electron number `tr (S P)` has zero derivative. -/
theorem electron_number_response {P S : ℝ → Matrix n n ℂ} {P' S' : Matrix n n ℂ} {t : ℝ}
    (idem : ∀ s, P s * S s * P s = P s)
    (hP : HasMatrixDerivAt P P' t) (hS : HasMatrixDerivAt S S' t) :
    HasDerivAt (fun s => (S s * P s).trace) 0 t := by
  -- the overlap itself satisfies the stationarity condition
  refine (band_energy_response idem rfl hP hS hS).congr_deriv ?_
  rw [idem t, Matrix.trace_mul_comm S' (P t), sub_self]
```

A two-orbital example shows that the hypotheses allow a non-zero occupied-occupied response. Its single occupied orbital has coefficients (1 + s, s). Here s measures a general perturbation, not a magnetic field: in a real spatial basis, the first-order change of the overlap with a magnetic field is imaginary and antisymmetric at zero field, so PS'P vanishes for one real occupied orbital but can be non-zero for two.

```lean
/-- Density matrix of the single occupied orbital with coefficients `(1 + s, s)`. -/
def modelP (s : ℝ) : Matrix (Fin 2) (Fin 2) ℂ :=
  !![(1 + (s : ℂ)) * (1 + (s : ℂ)), (s : ℂ) * (1 + (s : ℂ));
     (s : ℂ) * (1 + (s : ℂ)), (s : ℂ) * (s : ℂ)]
```

The matrix below is positive definite for small s, as an overlap should be, and keeps this orbital normalised.

```lean
/-- A field-dependent two-by-two matrix, equal to the identity at `s = 0`, which serves as an
overlap matrix for small `s`. -/
def modelS (s : ℝ) : Matrix (Fin 2) (Fin 2) ℂ :=
  !![1 - 2 * (s : ℂ), (s : ℂ); (s : ℂ), 1]
```

At zero field P = diag(1, 0), so the occupied-occupied response −PS'P is diag(2, 0). The off-diagonal entries of P', both equal to 1, form the mixed blocks. The proof checks the constraint, the derivatives and stationarity entry by entry.

```lean
/-- The two-orbital model satisfies `P S P = P` at every field strength, is differentiable
at zero field, is stationary there for the Hamiltonian `diag (-1, 1)`, and has `P S' P ≠ 0`. -/
theorem density_response_witness :
    (∀ s, modelP s * modelS s * modelP s = modelP s) ∧
    HasMatrixDerivAt modelP !![2, 1; 1, 0] 0 ∧
    HasMatrixDerivAt modelS !![-2, 1; 1, 0] 0 ∧
    !![-1, 0; 0, 1] * modelP 0 * modelS 0 = modelS 0 * modelP 0 * !![-1, 0; 0, 1] ∧
    modelP 0 * !![-2, 1; 1, 0] * modelP 0 ≠ 0 := by
  have h : HasDerivAt (fun s : ℝ => (s : ℂ)) 1 0 := by
    simpa using (hasDerivAt_id (0 : ℝ)).ofReal_comp
  have h1 : HasDerivAt (fun s : ℝ => 1 + (s : ℂ)) 1 0 := h.const_add 1
  refine ⟨?_, ?_, ?_, ?_, ?_⟩
  · intro s
    ext i j
    fin_cases i <;> fin_cases j <;>
      simp [modelP, modelS, Matrix.mul_apply, Fin.sum_univ_succ] <;> ring
  · have a : HasDerivAt (fun s : ℝ => (1 + (s : ℂ)) * (1 + (s : ℂ))) 2 0 :=
      (h1.fun_mul h1).congr_deriv (by norm_num)
    have b : HasDerivAt (fun s : ℝ => (s : ℂ) * (1 + (s : ℂ))) 1 0 :=
      (h.fun_mul h1).congr_deriv (by norm_num)
    have c : HasDerivAt (fun s : ℝ => (s : ℂ) * (s : ℂ)) 0 0 :=
      (h.fun_mul h).congr_deriv (by norm_num)
    intro i j
    fin_cases i <;> fin_cases j
    · exact a
    · exact b
    · exact b
    · exact c
  · have a : HasDerivAt (fun s : ℝ => 1 - 2 * (s : ℂ)) (-2) 0 :=
      ((h.const_mul 2).const_sub 1).congr_deriv (by norm_num)
    intro i j
    fin_cases i <;> fin_cases j
    · exact a
    · exact h
    · exact h
    · exact hasDerivAt_const (0 : ℝ) (1 : ℂ)
  · ext i j
    fin_cases i <;> fin_cases j <;>
      simp [modelP, modelS, Matrix.mul_apply, Fin.sum_univ_succ]
  · intro h0
    have h00 := congrFun (congrFun h0 0) 0
    simp [modelP, Matrix.mul_apply, Fin.sum_univ_succ] at h00

end GIPAWDensityResponse
```

```lean
#print axioms GIPAWDensityResponse.density_response_blocks
#print axioms GIPAWDensityResponse.electron_number_response
```

```
'GIPAWDensityResponse.density_response_blocks' depends on axioms: [propext, Classical.choice, Quot.sound]
'GIPAWDensityResponse.electron_number_response' depends on axioms: [propext, Classical.choice, Quot.sound]
```
